# Every real four-orbital rotation generator is a combination of two commuting Givens generators in rotated orbitals

## Rotation generators and Givens generators

Take four real orthonormal orbitals, numbered 0 to 3 as in the Lean code; textbooks usually count from 1. A **rotation generator** is a real $4\times4$ matrix $K$ with $K^T=-K$, often written $\kappa$ in the electronic-structure literature. Its exponential $e^K$ is orthogonal, and an orbital coefficient matrix $C$ is updated to $Ce^K$.

Let $E_{pq}$ be the matrix with a single 1 in row $p$, column $q$. The **Givens generator** of the orbitals $p$ and $q$ is

$$G_{pq}=E_{pq}-E_{qp}.$$

The name "Givens" usually refers to the rotation $e^{\theta G_{pq}}$ by an angle $\theta$; here it refers to the generator. An orthogonal matrix $Q$, with $Q^TQ=1$, describes a change of orbitals: its columns are the new orbitals expressed in the old ones.

## Six amplitudes, two planes

A general $K$ has six independent entries, one for each pair of orbitals. Generators that share an orbital do not commute, so $e^K$ is in general not the product of the six corresponding plane rotations. The problem is to find orbitals in which the mixing separates into independent planes.

For four real orbitals this is always possible: there are an orthogonal $Q$ and real $a,b$ with

$$Q^TKQ=aG_{01}+bG_{23}=\begin{pmatrix}0&a&0&0\\-a&0&0&0\\0&0&0&b\\0&0&-b&0\end{pmatrix}.$$

In Lean this is `exists_canonical_planes`. The type `Matrix (Fin 4) (Fin 4) ℝ` fixes four orbitals and real coefficients, `hK : Kᵀ = -K` is the antisymmetry of the generator, `givens p q` is $G_{pq}$, and `•` multiplies a matrix by a number. The second theorem, `exists_commuting_givens_split`, reads the result in the original orbitals: $K$ is a linear combination of $QG_{01}Q^T$ and $QG_{23}Q^T$, and these two matrices commute.

Either coefficient may be zero or negative, and the determinant of $Q$ may be $-1$. These two theorems make no statement about uniqueness, complex orbitals or more than four orbitals. They concern the generator; the finite rotation $e^K$ is worked out by hand in the example below.

## One plane from the square of K

Suppose $K\neq0$. Antisymmetry gives, for all vectors $x,y$,

$$x\cdot Ky=-\,y\cdot Kx,\qquad\text{hence}\qquad x\cdot Kx=0.$$

The square is symmetric, since $(K^2)^T=K^TK^T=K^2$. It is also nonzero: if $K^2=0$, then $K^TK=-K^2=0$, so $|Kx|^2=0$ for every $x$ and $K=0$. A nonzero real symmetric matrix has an eigenvector with nonzero eigenvalue, so $K^2w=tw$ with $w\neq0$ and $t\neq0$. Then

$$|Kw|^2=Kw\cdot Kw=-\,w\cdot K^2w=-t|w|^2 .$$

The left side is not negative, so $t<0$. Set $a=\sqrt{-t}>0$, $s=|w|$ and

$$u=\frac{w}{s},\qquad v=-\frac{Kw}{sa}.$$

Here $|u|=1$, $|v|^2=a^2s^2/(s^2a^2)=1$, and $u\cdot v=0$ because $w\cdot Kw=0$. Moreover

$$Ku=\frac{Kw}{s}=-av,\qquad Kv=-\frac{K^2w}{sa}=\frac{a^2w}{sa}=au .$$

The plane spanned by $u$ and $v$ is mapped to itself. This argument works in any finite dimension.

## The second plane from antisymmetry

Extend $u,v$ by two vectors $q_2,q_3$ to an orthonormal basis of $\mathbb R^4$, and let $Q$ have the columns $q_0=u$, $q_1=v$, $q_2$, $q_3$. Put $M=Q^TKQ$. Then $M^T=Q^TK^TQ=-M$, and the first two columns are

$$M_{i0}=q_i\cdot Ku=-a\,\delta_{i1},\qquad M_{i1}=q_i\cdot Kv=a\,\delta_{i0}.$$

Antisymmetry gives $M_{02}=M_{03}=M_{12}=M_{13}=0$, $M_{22}=M_{33}=0$ and $M_{32}=-M_{23}$. One number is left, $b=M_{23}$, and $M$ has the stated form. For $K=0$ take $Q=1$ and $a=b=0$.

Since $Q$ is square, $QQ^T=1$ as well, and therefore

$$K=QMQ^T=a\,QG_{01}Q^T+b\,QG_{23}Q^T .$$

From $E_{pq}E_{rs}=\delta_{qr}E_{ps}$ it follows that $G_{01}G_{23}=0=G_{23}G_{01}$. Because $(QXQ^T)(QYQ^T)=QXYQ^T$, the transformed generators commute too.

## Two occupied and two virtual orbitals

In a self-consistent-field step with two occupied orbitals (0, 1) and two virtual ones (2, 3), all real, suppose that $K$ mixes only occupied with virtual orbitals. The splitting can then be chosen so that the orbital update becomes two independent occupied–virtual rotations. The Lean theorems do not guarantee this form; it is obtained here by taking $u$ and $q_2$ from the occupied space and $v$ and $q_3$ from the virtual space. Take

$$K=\begin{pmatrix}0&X\\-X^T&0\end{pmatrix},\qquad X=\begin{pmatrix}0.1&0.2\\0.2&0.1\end{pmatrix}.$$

The upper block of $K^2$ is $-XX^T$, with eigenvalues $-0.09$ and $-0.01$. The first belongs to $u=(1,1,0,0)/\sqrt2$, so $a=0.3$ and $v=-Ku/a=(0,0,1,1)/\sqrt2$. Complete the basis with $q_2=(1,-1,0,0)/\sqrt2$ and $q_3=(0,0,1,-1)/\sqrt2$. Then $b=q_2\cdot Kq_3=-0.1$.

Because the two parts commute, the exponential factorises into a rotation in each plane:

$$e^Ku=\cos(0.3)\,u-\sin(0.3)\,v,\qquad e^Kq_2=\cos(0.1)\,q_2+\sin(0.1)\,q_3 .$$

These two vectors span the new occupied space. The exponential and this example are worked out here by ordinary algebra; the Lean theorems stop at the generator.

## The Lean file

```lean
import Mathlib

open Matrix

namespace CanonicalRotationPlanes

/-- The Givens generator `E_pq - E_qp`, which mixes two different orbitals `p` and `q` out of four;
for `p = q` it is the zero matrix. -/
def givens (p q : Fin 4) : Matrix (Fin 4) (Fin 4) ℝ :=
  Matrix.single p q 1 - Matrix.single q p 1

/-- The combination of the Givens generators of the first and the second orbital pair,
written out as a block-diagonal matrix. -/
theorem givens_pair_eq (a b : ℝ) : a • givens 0 1 + b • givens 2 3 =
    !![0, a, 0, 0; -a, 0, 0, 0; 0, 0, 0, b; 0, 0, -b, 0] := by
  ext i j
  fin_cases i <;> fin_cases j <;> simp [givens]

/-- Every nonzero real antisymmetric matrix, in any dimension, has a rotation plane: an
orthonormal pair `u`, `v` with `K u = -a v` and `K v = a u` for some `a > 0`. -/
theorem exists_rotation_plane {n : Type*} [Fintype n] [DecidableEq n]
    (K : Matrix n n ℝ) (hK : Kᵀ = -K) (h0 : K ≠ 0) :
    ∃ (a : ℝ) (u v : n → ℝ), 0 < a ∧ u ⬝ᵥ u = 1 ∧ v ⬝ᵥ v = 1 ∧ u ⬝ᵥ v = 0 ∧
      K *ᵥ u = -a • v ∧ K *ᵥ v = a • u := by
  have skew : ∀ x y : n → ℝ, x ⬝ᵥ K *ᵥ y = -(y ⬝ᵥ K *ᵥ x) := by
    intro x y
    rw [Matrix.dotProduct_mulVec, ← Matrix.mulVec_transpose, hK, Matrix.neg_mulVec,
      neg_dotProduct, dotProduct_comm]
  -- the square of `K` is symmetric and nonzero, so it has a nonzero eigenvalue `t`
  have hH : (K * K).IsHermitian := by
    show (K * K)ᴴ = K * K
    rw [Matrix.conjTranspose_eq_transpose_of_trivial, Matrix.transpose_mul, hK, neg_mul_neg]
  have hne : K * K ≠ 0 := by
    intro h
    apply h0
    apply Matrix.conjTranspose_mul_self_eq_zero.mp
    rw [Matrix.conjTranspose_eq_transpose_of_trivial, hK, neg_mul, h, neg_zero]
  obtain ⟨w, t, ht, hw, hwt⟩ := hH.exists_eigenvector_of_ne_zero hne
  have hKK : K *ᵥ (K *ᵥ w) = t • w := by rw [Matrix.mulVec_mulVec, hwt]
  have hN : 0 < w ⬝ᵥ w :=
    lt_of_le_of_ne (Finset.sum_nonneg fun i _ => mul_self_nonneg (w i))
      (fun h => hw (dotProduct_self_eq_zero.mp h.symm))
  have hM : (K *ᵥ w) ⬝ᵥ (K *ᵥ w) = -(t * (w ⬝ᵥ w)) := by
    rw [skew (K *ᵥ w) w, hKK, dotProduct_smul, smul_eq_mul]
  have hM0 : 0 ≤ (K *ᵥ w) ⬝ᵥ (K *ᵥ w) :=
    Finset.sum_nonneg fun i _ => mul_self_nonneg ((K *ᵥ w) i)
  have hz : w ⬝ᵥ (K *ᵥ w) = 0 := by linarith [skew w w]
  -- antisymmetry makes the eigenvalue negative
  have htneg : t < 0 := by
    rcases lt_or_gt_of_ne ht with h | h
    · exact h
    · linarith [mul_pos h hN]
  obtain ⟨a, ha, ha2⟩ : ∃ a : ℝ, 0 < a ∧ t = -(a * a) :=
    ⟨√(-t), Real.sqrt_pos.mpr (by linarith), by
      rw [Real.mul_self_sqrt (by linarith), neg_neg]⟩
  obtain ⟨s, hs, hs2⟩ : ∃ s : ℝ, 0 < s ∧ w ⬝ᵥ w = s * s :=
    ⟨√(w ⬝ᵥ w), Real.sqrt_pos.mpr hN, (Real.mul_self_sqrt hN.le).symm⟩
  refine ⟨a, s⁻¹ • w, -(s⁻¹ * a⁻¹) • (K *ᵥ w), ha, ?_, ?_, ?_, ?_, ?_⟩
  · simp only [smul_dotProduct, dotProduct_smul, smul_eq_mul, hs2]
    field_simp
  · simp only [smul_dotProduct, dotProduct_smul, smul_eq_mul, hM, hs2, ha2]
    field_simp
  · simp only [smul_dotProduct, dotProduct_smul, smul_eq_mul, hz, mul_zero]
  · have h : -a * -(s⁻¹ * a⁻¹) = s⁻¹ := by field_simp
    rw [Matrix.mulVec_smul, smul_smul, h]
  · have h : -(s⁻¹ * a⁻¹) * t = a * s⁻¹ := by
      rw [ha2]
      field_simp
    rw [Matrix.mulVec_smul, hKK, smul_smul, smul_smul, h]

/-- Two orthonormal vectors in a four-orbital space are the first two columns of some
orthogonal matrix. -/
theorem exists_orthogonal_completion (u v : Fin 4 → ℝ)
    (hu : u ⬝ᵥ u = 1) (hv : v ⬝ᵥ v = 1) (huv : u ⬝ᵥ v = 0) :
    ∃ Q : Matrix (Fin 4) (Fin 4) ℝ, Qᵀ * Q = 1 ∧ (∀ i, Q i 0 = u i) ∧ ∀ i, Q i 1 = v i := by
  have hin : ∀ x y : Fin 4 → ℝ, inner ℝ (WithLp.toLp 2 x : EuclideanSpace ℝ (Fin 4))
      (WithLp.toLp 2 y) = x ⬝ᵥ y := by
    intro x y
    simp [PiLp.inner_apply, dotProduct, mul_comm]
  have hon : Orthonormal ℝ (({0, 1} : Set (Fin 4)).domRestrict
      (![WithLp.toLp 2 u, WithLp.toLp 2 v, 0, 0] : Fin 4 → EuclideanSpace ℝ (Fin 4))) := by
    refine orthonormal_iff_ite.mpr ?_
    rintro ⟨i, rfl | rfl⟩ ⟨j, rfl | rfl⟩
    · rw [if_pos rfl]
      exact (hin u u).trans hu
    · rw [if_neg (by
        intro h
        have h' : (0 : Fin 4) = 1 := congrArg Subtype.val h
        exact absurd h' (by decide))]
      exact (hin u v).trans huv
    · rw [if_neg (by
        intro h
        have h' : (1 : Fin 4) = 0 := congrArg Subtype.val h
        exact absurd h' (by decide))]
      exact (hin v u).trans ((dotProduct_comm v u).trans huv)
    · rw [if_pos rfl]
      exact (hin v v).trans hv
  obtain ⟨b, hb⟩ := Orthonormal.exists_orthonormalBasis_extension_of_card_eq
    (𝕜 := ℝ) (ι := Fin 4) (by simp) hon
  refine ⟨Matrix.of fun i j => (b j).ofLp i, ?_, fun i => ?_, fun i => ?_⟩
  · ext i j
    rw [Matrix.one_apply]
    exact (hin (b i).ofLp (b j).ofLp).symm.trans (orthonormal_iff_ite.mp b.orthonormal i j)
  · exact congrArg (fun x : EuclideanSpace ℝ (Fin 4) => x.ofLp i) (hb 0 (by simp))
  · exact congrArg (fun x : EuclideanSpace ℝ (Fin 4) => x.ofLp i) (hb 1 (by simp))

/-- If an antisymmetric `M` sends the first orbital to `-a` times the second and the second to
`a` times the first, then it is a combination of the Givens generators of the two pairs. -/
theorem eq_givens_pair_of_columns (M : Matrix (Fin 4) (Fin 4) ℝ) (hM : Mᵀ = -M) (a : ℝ)
    (h0 : ∀ i, M i 0 = -a * (1 : Matrix (Fin 4) (Fin 4) ℝ) i 1)
    (h1 : ∀ i, M i 1 = a * (1 : Matrix (Fin 4) (Fin 4) ℝ) i 0) :
    M = a • givens 0 1 + M 2 3 • givens 2 3 := by
  have hs : ∀ i j, M j i = -M i j := fun i j => congrFun (congrFun hM i) j
  have c0 : M 0 0 = 0 ∧ M 1 0 = -a ∧ M 2 0 = 0 ∧ M 3 0 = 0 := by
    simp [h0]
  have c1 : M 0 1 = a ∧ M 1 1 = 0 ∧ M 2 1 = 0 ∧ M 3 1 = 0 := by
    simp [h1]
  obtain ⟨p0, p1, p2, p3⟩ := c0
  obtain ⟨q0, q1, q2, q3⟩ := c1
  rw [givens_pair_eq]
  ext i j
  fin_cases i <;> fin_cases j <;> simp <;>
    linarith [hs 2 0, hs 3 0, hs 2 1, hs 3 1, hs 2 2, hs 3 3, hs 2 3]

/-- Canonical planes: every real antisymmetric 4 by 4 matrix `K` is brought by an orthogonal
change of orbitals `Q` to the form `a (E_01 - E_10) + b (E_23 - E_32)`. -/
theorem exists_canonical_planes (K : Matrix (Fin 4) (Fin 4) ℝ) (hK : Kᵀ = -K) :
    ∃ Q : Matrix (Fin 4) (Fin 4) ℝ, Qᵀ * Q = 1 ∧
      ∃ a b : ℝ, Qᵀ * K * Q = a • givens 0 1 + b • givens 2 3 := by
  by_cases hzero : K = 0
  · exact ⟨1, by simp, 0, 0, by simp [hzero]⟩
  obtain ⟨a, u, v, -, hu, hv, huv, hKu, hKv⟩ := exists_rotation_plane K hK hzero
  obtain ⟨Q, hQ, hQ0, hQ1⟩ := exists_orthogonal_completion u v hu hv huv
  refine ⟨Q, hQ, a, (Qᵀ * K * Q) 2 3, eq_givens_pair_of_columns _ ?_ a ?_ ?_⟩
  · simp [Matrix.transpose_mul, hK, Matrix.mul_assoc]
  · -- first column, from `K u = -a v`
    intro i
    have h : ∀ k, (K * Q) k 0 = -a * Q k 1 := fun k => by
      rw [hQ1 k]
      simpa [Matrix.mul_apply, Matrix.mulVec, dotProduct, hQ0] using congrFun hKu k
    rw [← hQ, Matrix.mul_assoc, Matrix.mul_apply, Matrix.mul_apply, Finset.mul_sum]
    exact Finset.sum_congr rfl fun k _ => by rw [h k]; ring
  · -- second column, from `K v = a u`
    intro i
    have h : ∀ k, (K * Q) k 1 = a * Q k 0 := fun k => by
      rw [hQ0 k]
      simpa [Matrix.mul_apply, Matrix.mulVec, dotProduct, hQ1] using congrFun hKv k
    rw [← hQ, Matrix.mul_assoc, Matrix.mul_apply, Matrix.mul_apply, Finset.mul_sum]
    exact Finset.sum_congr rfl fun k _ => by rw [h k]; ring

/-- A change of basis respects products: `(P X R)(P Y R) = P (X Y) R` whenever `R P = 1`. -/
theorem conj_mul (P R X Y : Matrix (Fin 4) (Fin 4) ℝ) (h : R * P = 1) :
    (P * X * R) * (P * Y * R) = P * (X * Y) * R := by
  calc (P * X * R) * (P * Y * R) = P * X * (R * P) * Y * R := by
        simp only [Matrix.mul_assoc]
    _ = P * (X * Y) * R := by
        rw [h, Matrix.mul_one]
        simp only [Matrix.mul_assoc]

/-- Every real antisymmetric 4 by 4 matrix is a linear combination of two commuting Givens
generators, taken in a common orthogonally rotated orbital basis. -/
theorem exists_commuting_givens_split (K : Matrix (Fin 4) (Fin 4) ℝ) (hK : Kᵀ = -K) :
    ∃ Q : Matrix (Fin 4) (Fin 4) ℝ, Qᵀ * Q = 1 ∧
      (∃ a b : ℝ, K = a • (Q * givens 0 1 * Qᵀ) + b • (Q * givens 2 3 * Qᵀ)) ∧
      (Q * givens 0 1 * Qᵀ) * (Q * givens 2 3 * Qᵀ) =
        (Q * givens 2 3 * Qᵀ) * (Q * givens 0 1 * Qᵀ) := by
  obtain ⟨Q, hQ, a, b, h⟩ := exists_canonical_planes K hK
  have hQ' : Q * Qᵀ = 1 := mul_eq_one_comm.mp hQ
  refine ⟨Q, hQ, ⟨a, b, ?_⟩, ?_⟩
  · calc K = (Q * Qᵀ) * K * (Q * Qᵀ) := by rw [hQ', Matrix.one_mul, Matrix.mul_one]
      _ = Q * (Qᵀ * K * Q) * Qᵀ := by simp only [Matrix.mul_assoc]
      _ = _ := by
        rw [h]
        simp only [Matrix.mul_add, Matrix.add_mul, Matrix.mul_smul, Matrix.smul_mul]
  · -- generators of disjoint orbital pairs commute
    have hc : givens 0 1 * givens 2 3 = givens 2 3 * givens 0 1 := by
      ext i j
      fin_cases i <;> fin_cases j <;>
        simp [givens, Matrix.mul_apply, Matrix.single_apply]
    rw [conj_mul _ _ _ _ hQ, conj_mul _ _ _ _ hQ, hc]

end CanonicalRotationPlanes
```

```lean
#print axioms CanonicalRotationPlanes.exists_commuting_givens_split
-- 'CanonicalRotationPlanes.exists_commuting_givens_split' depends on axioms: [propext, Classical.choice, Quot.sound]
```

## From the lemmas to the two theorems

`exists_rotation_plane` is the argument for the first plane. Its local statement `skew` is the identity $x\cdot Ky=-y\cdot Kx$; `hH` and `hne` say that $K^2$ is symmetric and nonzero. The Mathlib lemma `exists_eigenvector_of_ne_zero` then supplies $w$ and $t$. In `htneg`, a positive $t$ is excluded by `linarith`, which compares $|Kw|^2\ge0$ with $-t|w|^2$. The numbers $a$ and $s$ come from square roots, and `field_simp` clears the denominators when the normalisation and the action of $K$ are verified.

`exists_orthogonal_completion` provides $Q$. `eq_givens_pair_of_columns` is the step that leaves only $b$ free: its hypotheses give columns 0 and 1, with entries of the identity matrix playing the role of $\delta_{ij}$. The tactic `fin_cases` goes through the sixteen entries, and `linarith` settles those that `simp` leaves open, from the two known columns and antisymmetry.

`exists_canonical_planes` treats $K=0$ separately and otherwise joins these lemmas. To compute a column of $Q^TKQ$, the proof rewrites the identity matrix as $Q^TQ$. Both sides are then sums over the same index $k$ and agree term by term, by $Ku=-av$ or $Kv=au$.

In `exists_commuting_givens_split`, `mul_eq_one_comm` turns $Q^TQ=1$ into $QQ^T=1$, and the `calc` block transforms back to $K$. The commutation of $G_{01}$ and $G_{23}$ is checked entry by entry and carried to the rotated orbitals by `conj_mul`.

## Completing a basis without moving its first vectors

By hand one says "extend $u,v$ to an orthonormal basis" and writes them as the first two columns. In Lean the extension must also keep track of the positions. The lemma `Orthonormal.exists_orthonormalBasis_extension_of_card_eq` does this. It takes a family of vectors indexed by `Fin 4` that is orthonormal on a chosen subset of the indices, and returns an orthonormal basis with the same index type that agrees with the family on that subset.

The family here is $u,v,0,0$ and the subset is $\{0,1\}$. The two zeros are placeholders: nothing is required of them, and the basis replaces them by suitable vectors. The lemma also needs the number of indices to equal the dimension of the space, which is 4 in both cases.

The vectors have to be moved into `EuclideanSpace ℝ (Fin 4)` first, because plain functions `Fin 4 → ℝ` do not carry the Euclidean norm in Mathlib. `WithLp.toLp 2` makes this move, and `hin` states that the inner product there is the ordinary dot product. Orthonormality of the basis then becomes $Q^TQ=1$ entry by entry.
